# Growth-energy bias for independent walkers with a nonconstant, finitely valued positive weight: positive, nonincreasing, tending to zero

In diffusion Monte Carlo, a growth energy is read from the logarithm of the average weight of a finite walker population, so fluctuations of that average can shift the expected energy even when the average itself is unbiased. For $N\ge1$ independent, identically distributed walkers with a nonconstant positive weight taking finitely many values, the shift is upward, never increases with $N$, and tends to zero.

```lean
import Mathlib

open Finset Filter Topology

namespace PopulationControlBias

noncomputable section

variable {Ω : Type*} [Fintype Ω]

/-- Expectation of `f` over populations of `N` independent walkers, each with law `p`. -/
def popMean (p : Ω → ℝ) (N : ℕ) (f : (Fin N → Ω) → ℝ) : ℝ :=
  ∑ x, (∏ i, p (x i)) * f x

/-- The mean weight of a single walker. -/
def mean (p w : Ω → ℝ) : ℝ := ∑ a, p a * w a

/-- The variance of the weight of a single walker. -/
def variance (p w : Ω → ℝ) : ℝ := ∑ a, p a * (w a - mean p w) ^ 2

/-- The average weight `W_N` of a population `x` of `N ≥ 1` walkers. -/
def averageWeight {N : ℕ} (w : Ω → ℝ) (x : Fin N → Ω) : ℝ := (∑ i, w (x i)) / N

/-- The logarithm of the mean weight minus that of the population average, for positive
weights and `N ≥ 1`. -/
def logDeficit {N : ℕ} (p w : Ω → ℝ) (x : Fin N → Ω) : ℝ :=
  Real.log (mean p w) - Real.log (averageWeight w x)

/-- Growth-energy bias: the expectation of `-ln(W_N)/τ` minus `-ln(mean W)/τ`, for positive
weights, `N ≥ 1` and `τ ≠ 0`. -/
def growthBias (p w : Ω → ℝ) (τ : ℝ) (N : ℕ) : ℝ :=
  popMean p N (fun x => -Real.log (averageWeight w x) / τ) - -Real.log (mean p w) / τ

/-- The expectation over `N + 1` walkers can be taken over walker `j` and the other `N`
walkers separately. -/
theorem popMean_insert (p : Ω → ℝ) (N : ℕ) (j : Fin (N + 1)) (f : (Fin (N + 1) → Ω) → ℝ) :
    popMean p (N + 1) f =
      ∑ a, p a * popMean p N (fun y => f (Fin.insertNth (α := fun _ => Ω) j a y)) := by
  unfold popMean
  rw [← (Fin.insertNthEquiv (fun _ => Ω) j).sum_comp, Fintype.sum_prod_type]
  refine sum_congr rfl fun a _ => ?_
  rw [mul_sum]
  refine sum_congr rfl fun y _ => ?_
  rw [Fin.prod_univ_succAbove _ j]
  simp [Fin.insertNthEquiv, mul_assoc]

/-- For a normalised law `p`, the population expectation is linear and preserves constants. -/
theorem popMean_affine {p : Ω → ℝ} (h1 : ∑ a, p a = 1) (N : ℕ) (a b c : ℝ)
    (f g : (Fin N → Ω) → ℝ) :
    popMean p N (fun x => a + b * f x + c * g x) = a + b * popMean p N f + c * popMean p N g := by
  have one : ∀ M, popMean p M (fun _ => 1) = 1 := by
    intro M
    induction M with
    | zero => simp [popMean]
    | succ n ih =>
      rw [popMean_insert p n 0]
      simp only [ih, mul_one]
      exact h1
  have h := one N
  simp only [popMean, mul_one] at h ⊢
  calc ∑ x : Fin N → Ω, (∏ i, p (x i)) * (a + b * f x + c * g x)
      = ∑ x : Fin N → Ω, (a * (∏ i, p (x i)) + b * ((∏ i, p (x i)) * f x)
          + c * ((∏ i, p (x i)) * g x)) := sum_congr rfl fun x _ => by ring
    _ = _ := by
      rw [sum_add_distrib, sum_add_distrib, ← mul_sum, ← mul_sum, ← mul_sum, h, mul_one]

/-- For a normalised law, the sum of `N` independent fluctuations `d` of zero mean has zero
mean, and its mean square is `N` times that of one fluctuation. -/
theorem fluctuation_moments {p d : Ω → ℝ} (h1 : ∑ a, p a = 1) (hd : ∑ a, p a * d a = 0) (N : ℕ) :
    popMean p N (fun x => ∑ i, d (x i)) = 0 ∧
      popMean p N (fun x => (∑ i, d (x i)) ^ 2) = N * ∑ a, p a * d a ^ 2 := by
  induction N with
  | zero => simp [popMean]
  | succ n ih =>
    obtain ⟨i1, i2⟩ := ih
    rw [popMean_insert p n 0, popMean_insert p n 0]
    constructor
    · have h : ∀ a, popMean p n
          (fun y => ∑ i, d (Fin.insertNth (α := fun _ => Ω) 0 a y i)) = d a := by
        intro a
        have e := popMean_affine h1 n (d a) 1 0 (fun y => ∑ i, d (y i)) (fun _ => 0)
        rw [i1] at e
        simpa [Fin.sum_univ_succ] using e
      simp only [h]
      exact hd
    · have h : ∀ a, popMean p n
          (fun y => (∑ i, d (Fin.insertNth (α := fun _ => Ω) 0 a y i)) ^ 2)
            = d a ^ 2 + n * ∑ a, p a * d a ^ 2 := by
        intro a
        have e := popMean_affine h1 n (d a ^ 2) (2 * d a) 1 (fun y => ∑ i, d (y i))
          (fun y => (∑ i, d (y i)) ^ 2)
        rw [i1, i2, mul_zero, add_zero, one_mul] at e
        rw [← e]
        congr 1
        funext y
        rw [Fin.sum_univ_succ]
        simp only [Fin.insertNth_zero', Fin.cons_zero, Fin.cons_succ]
        ring
      simp only [h, mul_add]
      rw [sum_add_distrib, ← sum_mul, h1]
      push_cast
      ring

/-- For a normalised law and `N ≥ 1`, the average weight has the mean of a single weight and
`1/N` times its variance. -/
theorem averageWeight_moments {p : Ω → ℝ} (w : Ω → ℝ) (h1 : ∑ a, p a = 1) {N : ℕ} (hN : 0 < N) :
    popMean p N (fun x => averageWeight w x) = mean p w ∧
      popMean p N (fun x => (averageWeight w x - mean p w) ^ 2) = variance p w / N := by
  have hN0 : (N : ℝ) ≠ 0 := by exact_mod_cast hN.ne'
  have hi : (N : ℝ) * (N : ℝ)⁻¹ = 1 := mul_inv_cancel₀ hN0
  have hd : ∑ a, p a * (w a - mean p w) = 0 := by
    simp only [mul_sub, sum_sub_distrib]
    rw [← sum_mul, h1, one_mul]
    exact sub_self _
  obtain ⟨m1, m2⟩ := fluctuation_moments h1 hd N
  have hs : ∀ x : Fin N → Ω,
      averageWeight w x = mean p w + (N : ℝ)⁻¹ * ∑ i, (w (x i) - mean p w) := by
    intro x
    simp only [averageWeight, sum_sub_distrib, sum_const, card_univ, Fintype.card_fin,
      nsmul_eq_mul]
    linear_combination mean p w * hi
  constructor
  · have e := popMean_affine h1 N (mean p w) (N : ℝ)⁻¹ 0
      (fun x => ∑ i, (w (x i) - mean p w)) (fun _ => 0)
    rw [m1] at e
    simp only [mul_zero, add_zero, zero_mul] at e
    simp only [hs]
    exact e
  · have e := popMean_affine h1 N 0 ((N : ℝ)⁻¹ ^ 2) 0
      (fun x => (∑ i, (w (x i) - mean p w)) ^ 2) (fun _ => 0)
    rw [m2] at e
    simp only [mul_zero, add_zero, zero_mul, zero_add] at e
    simp only [hs, add_sub_cancel_left, mul_pow]
    rw [e]
    unfold variance
    linear_combination ((N : ℝ)⁻¹ * ∑ a, p a * (w a - mean p w) ^ 2) * hi

/-- For a normalised law, the growth-energy bias is the expected log-deficit divided by `τ`. -/
theorem growthBias_eq {p : Ω → ℝ} (w : Ω → ℝ) (h1 : ∑ a, p a = 1) (τ : ℝ) (N : ℕ) :
    growthBias p w τ N = popMean p N (fun x => logDeficit p w x) / τ := by
  have e := popMean_affine h1 N (-Real.log (mean p w) / τ) τ⁻¹ 0
    (fun x => logDeficit p w x) (fun _ => 0)
  have e' : popMean p N (fun x => -Real.log (averageWeight w x) / τ) =
      popMean p N (fun x => -Real.log (mean p w) / τ + τ⁻¹ * logDeficit p w x + 0 * 0) := by
    congr 1
    funext x
    unfold logDeficit
    ring
  unfold growthBias
  rw [e', e]
  ring

/-- If all probabilities and weights are positive and the law is normalised, the mean weight
and the average weight of any population of `N ≥ 1` walkers are positive. -/
theorem weights_pos {p w : Ω → ℝ} (hp : ∀ a, 0 < p a) (h1 : ∑ a, p a = 1) (hw : ∀ a, 0 < w a)
    {N : ℕ} (hN : 0 < N) : 0 < mean p w ∧ ∀ x : Fin N → Ω, 0 < averageWeight w x := by
  have hne : Nonempty Ω := by
    by_contra h
    rw [not_nonempty_iff] at h
    simp at h1
  exact ⟨sum_pos (fun a _ => mul_pos (hp a) (hw a)) univ_nonempty, fun x =>
    div_pos (sum_pos (fun i _ => hw (x i)) ⟨⟨0, hN⟩, mem_univ _⟩) (by exact_mod_cast hN)⟩

/-- One more walker never increases the bias, for positive probabilities of sum one, positive
weights, `τ > 0` and `N ≥ 1`. -/
theorem growthBias_succ_le {p w : Ω → ℝ} (hp : ∀ a, 0 < p a) (h1 : ∑ a, p a = 1)
    (hw : ∀ a, 0 < w a) {τ : ℝ} (hτ : 0 < τ) {N : ℕ} (hN : 0 < N) :
    growthBias p w τ (N + 1) ≤ growthBias p w τ N := by
  have hN0 : (N : ℝ) ≠ 0 := by exact_mod_cast hN.ne'
  have hK : (0 : ℝ) < ((N + 1 : ℕ) : ℝ) := by positivity
  -- leaving out walker `j` gives a population of `N` independent walkers
  have leave : ∀ j : Fin (N + 1), popMean p (N + 1)
      (fun x => logDeficit p w (fun i => x (j.succAbove i))) =
        popMean p N (fun x => logDeficit p w x) := by
    intro j
    rw [popMean_insert p N j]
    simp only [Fin.insertNth_apply_succAbove]
    rw [← sum_mul, h1, one_mul]
  -- concavity of the logarithm over the leave-one-out averages
  have key : ∀ x : Fin (N + 1) → Ω, ((N + 1 : ℕ) : ℝ) * logDeficit p w x ≤
      ∑ j : Fin (N + 1), logDeficit p w (fun i => x (j.succAbove i)) := by
    intro x
    have hU := (weights_pos hp h1 hw N.succ_pos).2 x
    have hsum : ∑ j : Fin (N + 1), averageWeight w (fun i => x (j.succAbove i)) =
        ((N + 1 : ℕ) : ℝ) * averageWeight w x := by
      have h : ∀ j : Fin (N + 1),
          ∑ i, w (x (j.succAbove i)) = (∑ k, w (x k)) - w (x j) := by
        intro j
        rw [Fin.sum_univ_succAbove (fun k => w (x k)) j]
        ring
      simp only [averageWeight, h]
      rw [← sum_div, sum_sub_distrib, mul_div_cancel₀ _ hK.ne', div_eq_iff hN0]
      simp only [sum_const, card_univ, Fintype.card_fin, nsmul_eq_mul]
      push_cast
      ring
    have hlog : ∀ j : Fin (N + 1), Real.log (averageWeight w (fun i => x (j.succAbove i))) -
        Real.log (averageWeight w x) ≤
          averageWeight w (fun i => x (j.succAbove i)) / averageWeight w x - 1 := by
      intro j
      have hu := (weights_pos hp h1 hw hN).2 (fun i => x (j.succAbove i))
      rw [← Real.log_div hu.ne' hU.ne']
      exact Real.log_le_sub_one_of_pos (div_pos hu hU)
    have hs := sum_le_sum (fun j (_ : j ∈ (univ : Finset (Fin (N + 1)))) => hlog j)
    rw [sum_sub_distrib, sum_sub_distrib, ← sum_div, hsum, mul_div_cancel_right₀ _ hU.ne'] at hs
    simp only [logDeficit, sum_sub_distrib, sum_const, card_univ, Fintype.card_fin,
      nsmul_eq_mul] at hs ⊢
    linarith
  have hmean : ((N + 1 : ℕ) : ℝ) * popMean p (N + 1) (fun x => logDeficit p w x) ≤
      ∑ j : Fin (N + 1), popMean p (N + 1)
        (fun x => logDeficit p w (fun i => x (j.succAbove i))) := by
    simp only [popMean]
    rw [mul_sum, sum_comm]
    refine sum_le_sum fun x _ => ?_
    rw [← mul_sum, mul_left_comm]
    exact mul_le_mul_of_nonneg_left (key x) (prod_nonneg fun i _ => (hp (x i)).le)
  simp only [leave, sum_const, card_univ, Fintype.card_fin, nsmul_eq_mul] at hmean
  rw [growthBias_eq w h1, growthBias_eq w h1]
  exact div_le_div_of_nonneg_right (le_of_mul_le_mul_left hmean hK) hτ.le

/-- If every weight is at least `c > 0`, the bias is at most `Var W / (N c ⟨W⟩ τ)`, for positive
probabilities of sum one, `τ > 0` and `N ≥ 1`. -/
theorem growthBias_le {p w : Ω → ℝ} (hp : ∀ a, 0 < p a) (h1 : ∑ a, p a = 1) {c : ℝ} (hc : 0 < c)
    (hw : ∀ a, c ≤ w a) {τ : ℝ} (hτ : 0 < τ) {N : ℕ} (hN : 0 < N) :
    growthBias p w τ N ≤ variance p w / N / (c * mean p w) / τ := by
  obtain ⟨hm, hU⟩ := weights_pos hp h1 (fun a => hc.trans_le (hw a)) hN
  obtain ⟨m1, m2⟩ := averageWeight_moments w h1 hN
  have e := popMean_affine h1 N 1 (-(mean p w)⁻¹) (c * mean p w)⁻¹
    (fun x => averageWeight w x) (fun x => (averageWeight w x - mean p w) ^ 2)
  have hi : (mean p w)⁻¹ * mean p w = 1 := inv_mul_cancel₀ hm.ne'
  rw [m1, m2] at e
  rw [growthBias_eq w h1]
  refine div_le_div_of_nonneg_right ?_ hτ.le
  have e2 : variance p w / N / (c * mean p w) =
      1 + -(mean p w)⁻¹ * mean p w + (c * mean p w)⁻¹ * (variance p w / N) := by
    rw [neg_mul, hi, div_eq_inv_mul _ (c * mean p w)]
    ring
  rw [e2, ← e]
  refine sum_le_sum fun x _ =>
    mul_le_mul_of_nonneg_left ?_ (prod_nonneg fun i _ => (hp (x i)).le)
  have hx := hU x
  have hcU : c ≤ averageWeight w x := by
    have hs := sum_le_sum (fun i (_ : i ∈ (univ : Finset (Fin N))) => hw (x i))
    simp only [sum_const, card_univ, Fintype.card_fin, nsmul_eq_mul] at hs
    unfold averageWeight
    rw [le_div_iff₀ (by exact_mod_cast hN)]
    linarith
  -- second-order upper bound on the logarithm
  have hl := Real.log_le_sub_one_of_pos (div_pos hm hx)
  rw [Real.log_div hm.ne' hx.ne'] at hl
  have hq : mean p w / averageWeight w x - 1 = 1 + -(mean p w)⁻¹ * averageWeight w x +
      (averageWeight w x * mean p w)⁻¹ * (averageWeight w x - mean p w) ^ 2 := by
    field_simp
    ring
  have hb : (averageWeight w x * mean p w)⁻¹ * (averageWeight w x - mean p w) ^ 2 ≤
      (c * mean p w)⁻¹ * (averageWeight w x - mean p w) ^ 2 := by
    gcongr
  unfold logDeficit
  linarith

/-- The bias is strictly positive for a nonconstant positive weight, positive probabilities of
sum one, `τ > 0` and `N ≥ 1`. -/
theorem growthBias_pos {p w : Ω → ℝ} (hp : ∀ a, 0 < p a) (h1 : ∑ a, p a = 1)
    (hw : ∀ a, 0 < w a) (hne : ∃ a b, w a ≠ w b) {τ : ℝ} (hτ : 0 < τ) {N : ℕ} (hN : 0 < N) :
    0 < growthBias p w τ N := by
  obtain ⟨hm, hU⟩ := weights_pos hp h1 hw hN
  have hN0 : (N : ℝ) ≠ 0 := by exact_mod_cast hN.ne'
  have e := popMean_affine h1 N 1 (-(mean p w)⁻¹) 0 (fun x => averageWeight w x) (fun _ => 0)
  simp only [mul_zero, zero_mul, add_zero] at e
  rw [(averageWeight_moments w h1 hN).1, neg_mul, inv_mul_cancel₀ hm.ne', add_neg_cancel] at e
  obtain ⟨a, ha⟩ : ∃ a, w a ≠ mean p w := by
    obtain ⟨a, b, hab⟩ := hne
    by_cases h : w a = mean p w
    · exact ⟨b, fun hb => hab (h.trans hb.symm)⟩
    · exact ⟨a, h⟩
  rw [growthBias_eq w h1]
  refine div_pos ?_ hτ
  rw [← e]
  refine sum_lt_sum (fun x _ => mul_le_mul_of_nonneg_left ?_
    (prod_nonneg fun i _ => (hp (x i)).le)) ⟨fun _ => a, mem_univ _,
      mul_lt_mul_of_pos_left ?_ (prod_pos fun i _ => hp a)⟩
  · have hl := Real.log_le_sub_one_of_pos (div_pos (hU x) hm)
    rw [Real.log_div (hU x).ne' hm.ne', div_eq_inv_mul] at hl
    unfold logDeficit
    linarith
  · -- all walkers in the state `a`: the tangent inequality is strict
    have hc : averageWeight w (fun _ : Fin N => a) = w a := by
      simp only [averageWeight, sum_const, card_univ, Fintype.card_fin, nsmul_eq_mul]
      exact mul_div_cancel_left₀ _ hN0
    have hl := Real.log_lt_sub_one_of_pos (div_pos (hw a) hm)
      (fun h => ha ((div_eq_one_iff_eq hm.ne').mp h))
    rw [Real.log_div (hw a).ne' hm.ne', div_eq_inv_mul] at hl
    simp only [logDeficit, hc]
    linarith

/-- For a nonconstant positive weight, positive probabilities of sum one and `τ > 0`, the
growth-energy bias is positive and nonincreasing for `N ≥ 1`, and tends to zero as `N` grows. -/
theorem population_control_bias {p w : Ω → ℝ} (hp : ∀ a, 0 < p a) (h1 : ∑ a, p a = 1)
    (hw : ∀ a, 0 < w a) (hne : ∃ a b, w a ≠ w b) {τ : ℝ} (hτ : 0 < τ) :
    (∀ N, 0 < N → 0 < growthBias p w τ N) ∧
      (∀ N M, 0 < N → N ≤ M → growthBias p w τ M ≤ growthBias p w τ N) ∧
      Tendsto (growthBias p w τ) atTop (𝓝 0) := by
  refine ⟨fun N hN => growthBias_pos hp h1 hw hne hτ hN, fun N M hN hNM => ?_, ?_⟩
  · induction M, hNM using Nat.le_induction with
    | base => exact le_rfl
    | succ M hM ih => exact (growthBias_succ_le hp h1 hw hτ (hN.trans_le hM)).trans ih
  · -- squeeze between zero and the `1/N` bound with the smallest weight
    have : Nonempty Ω := ⟨hne.choose⟩
    obtain ⟨a, ha⟩ := Finite.exists_min w
    have hlim := tendsto_const_div_atTop_nhds_zero_nat (variance p w / (w a * mean p w) / τ)
    refine squeeze_zero' ?_ ?_ hlim
    · filter_upwards [eventually_gt_atTop 0] with N hN
      exact (growthBias_pos hp h1 hw hne hτ hN).le
    · filter_upwards [eventually_gt_atTop 0] with N hN
      refine (growthBias_le hp h1 (hw a) ha hτ hN).trans_eq ?_
      ring

end

end PopulationControlBias
```

```lean
#print axioms PopulationControlBias.population_control_bias
```

```
'PopulationControlBias.population_control_bias' depends on axioms: [propext, Classical.choice, Quot.sound]
```

## The one-step model and its bias

A walker occupies a state $a$ in a finite set `Ω` with probability $p_a$ and carries weight $w_a$. A population $x$ is a map `Fin N → Ω`, with walkers numbered $i=0,\ldots,N-1$. Write

$$
\mu=\sum_a p_a w_a,\qquad
W_N(x)=\frac1N\sum_i w(x_i),\qquad
\mathbb E_N[f]=\sum_x\Big(\prod_i p(x_i)\Big)f(x).
$$

These are `mean`, `averageWeight` and `popMean`; the product of probabilities encodes independence. With $\tau$ the time step, `growthBias` is

$$
B_N=\mathbb E_N\!\left[-\frac{\ln W_N}{\tau}\right]-\left(-\frac{\ln\mu}{\tau}\right).
$$

The theorem `population_control_bias` assumes that the probabilities are positive and sum to one (`hp`, `h1`), that the weights are positive (`hw`), that two states have different weights (`hne`), and that $\tau>0$ (`hτ`). Its three conclusions are $B_N>0$ for $N\ge1$, $B_M\le B_N$ for $1\le N\le M$, and $B_N\to0$.

A constant energy offset multiplies every weight by the same factor and cancels from $B_N$. The model describes the logarithmic bias of a single step with independent walkers. In a running simulation, branching also correlates walkers, and population control feeds earlier fluctuations into later steps. Neither effect is modelled here, so despite its name `population_control_bias` does not describe the full population-control bias of diffusion Monte Carlo. Because `Ω` is finite, the theorem also does not cover walkers in continuous space whose weights take a continuum of values.

## Mean and variance of the average weight

Let $d_a=w_a-\mu$, so $\sum_a p_a d_a=0$, and let $\sigma^2=\sum_a p_a d_a^2$, which is `variance`. Put $S_N=\sum_i d(x_i)$. Splitting off one walker in state $a$ gives $S_{N+1}=d_a+S_N$, hence

$$
\begin{aligned}
\mathbb E_{N+1}[S_{N+1}]&=\sum_a p_a\big(d_a+\mathbb E_N[S_N]\big),\\
\mathbb E_{N+1}[S_{N+1}^2]&=\sum_a p_a\big(d_a^2+2d_a\mathbb E_N[S_N]+\mathbb E_N[S_N^2]\big).
\end{aligned}
$$

Starting from $S_0=0$, induction gives $\mathbb E_N[S_N]=0$ and $\mathbb E_N[S_N^2]=N\sigma^2$. Since $W_N=\mu+S_N/N$ for $N\ge1$, its mean is $\mu$ and its variance is $\sigma^2/N$.

In Lean, `popMean_insert` splits the sum over populations, `popMean_affine` supplies normalisation and linearity, and `fluctuation_moments` and `averageWeight_moments` carry out this calculation. Linearity also gives `growthBias_eq`:

$$
B_N=\frac{\mathbb E_N[D_N]}{\tau},\qquad D_N=\ln\mu-\ln W_N,
$$

where $D_N$ is `logDeficit`.

## Why the bias is strictly positive

Applying $\ln u\le u-1$ to $u=W_N/\mu$ gives

$$
D_N\ge1-\frac{W_N}{\mu}.
$$

The right side has expectation zero, so $B_N\ge0$. For strictness, nonconstancy provides a state $a$ with $w_a\ne\mu$. The population with every walker in $a$ has probability $p_a^N>0$ and $W_N=w_a$, and there the logarithmic inequality is strict. In `growthBias_pos`, `sum_lt_sum` combines the general inequality with this one strict term.

## Adding a walker by leaving one out

For $N\ge1$, take $N+1$ walkers with average $U=W_{N+1}$, and let $U_j$ be the average without walker $j$. Each weight appears in $N$ of these averages, so

$$
\sum_{j=0}^{N}U_j=\frac1N\,N\sum_{k=0}^{N}w(x_k)=(N+1)U.
$$

Summing $\ln U_j-\ln U\le U_j/U-1$ over $j$ makes the right side zero. Therefore

$$
(N+1)(\ln\mu-\ln U)\le\sum_{j=0}^{N}(\ln\mu-\ln U_j).
$$

Each $U_j$ is distributed as $W_N$. Taking expectations and dividing by $(N+1)\tau$ gives $B_{N+1}\le B_N$. In `growthBias_succ_le`, `key` is the displayed inequality and `leave` equates the expected log-deficit with walker $j$ left out to that of a population of $N$ walkers. In `population_control_bias`, `Nat.le_induction` extends the result to any $M\ge N$.

## A bound that forces the limit

Let $c>0$ be a lower bound on all weights. Then $W_N\ge c$, and

$$
D_N\le\frac{\mu}{W_N}-1
=1-\frac{W_N}{\mu}+\frac{(W_N-\mu)^2}{\mu W_N}
\le1-\frac{W_N}{\mu}+\frac{(W_N-\mu)^2}{c\mu}.
$$

Taking expectations and dividing by $\tau$ yields `growthBias_le`:

$$
B_N\le\frac{\sigma^2}{N c\mu\tau}.
$$

The final theorem takes $c$ to be the smallest weight, which exists and is positive because `Ω` is finite and nonempty. Positivity and this bound squeeze $B_N$ to zero through `squeeze_zero'`.

## One walker, then two

For $N=1$ the bias is $\big(\ln\mu-\sum_a p_a\ln w_a\big)/\tau$. With equally likely weights $1/2$ and $3/2$, $\mu=1$ and $B_1=\tfrac12\ln(4/3)/\tau$. Two walkers have average $1/2$, $1$ or $3/2$ with probabilities $1/4$, $1/2$ and $1/4$, so $B_2=\tfrac14\ln(4/3)/\tau$, half as large.
